# For real z > 1, the truncated Chebyshev expansion of 1/(z − x) on [−1, 1] has its largest error at x = 1

Take $z=5/4$ and replace $1/(z-x)$ on $[-1,1]$ by the constant $4/3$. The error is

$$\frac{1}{5/4-x}-\frac43=\frac{4}{3}\,\frac{x-1/2}{5/4-x},$$

which rises from $-8/9$ at $x=-1$ to $8/3$ at $x=1$. If I add the next Chebyshev term, the approximation becomes $4(1+x)/3$ and the error at $x=1$ drops to $4/3$, half of what it was.

I believe this is the general pattern. With $q=z-\sqrt{z^2-1}$ (here $q=1/2$) and $T_n$ the Chebyshev polynomials, the sum

$$R_N(x)=\frac{1+2\sum_{n=1}^{N}q^n\,T_n(x)}{\sqrt{z^2-1}}$$

should differ from $1/(z-x)$ by at most $2q^{N+1}/\big((1-q)\sqrt{z^2-1}\big)$ for all $|x|\le 1$. I would like a full proof, checked by machine, that also covers what I actually compute: $(z-H)^{-1}v$ for a Hermitian matrix $H$, built by the three-term recursion.

## The sum telescopes against z − x

The bound holds, $x=1$ attains it for every $N$, and it carries over to a Hermitian $H$ on a finite-dimensional space with eigenvalues in $[-1,1]$.

Write $s=\sqrt{z^2-1}$, so $q=z-s$. Since $z>1$, we have $(z-1)^2<z^2-1<z^2$, hence $z-1<s<z$ and $0<q<1$. Squaring $z-q=s$ gives $q^2+1=2zq$.

Let $S_N=1+2\sum_{n=1}^N q^nT_n(x)$. The claim is

$$(z-x)S_N=s-q^N\big(T_{N+1}(x)-q\,T_N(x)\big).$$

For $N=0$ it reads $z-x=s-(x-q)$, which is the definition of $q$. Going from $N$ to $N+1$ adds $2(z-x)q^{N+1}T_{N+1}$ on the left. By $2zq=1+q^2$ and $2xT_{N+1}=T_{N+2}+T_N$, this equals

$$q^N T_{N+1}+q^{N+2}T_{N+1}-q^{N+1}T_{N+2}-q^{N+1}T_N .$$

The first and last terms cancel the old remainder, and $-q^{N+1}(T_{N+2}-qT_{N+1})$ is left, as required.

Put $r=T_{N+1}(x)-qT_N(x)$. Dividing by $s(z-x)$ gives the exact error for $x\neq z$:

$$\frac1{z-x}-R_N(x)=\frac{q^N r}{s\,(z-x)} .$$

## From the exact remainder to the bound

For $|x|\le1$ write $x=\cos\theta$. Then $r=\cos((N+1)\theta)-q\cos(N\theta)$ is the real part of $e^{iN\theta}(e^{i\theta}-q)$, so

$$r^2\le|e^{i\theta}-q|^2=1-2qx+q^2=2q(z-x).$$

Also $(1-q)^2\le 1-2qx+q^2$, because the difference is $2q(1-x)\ge0$. The arithmetic-geometric inequality combines the two:

$$|r|(1-q)\le\tfrac12\big(r^2+(1-q)^2\big)\le 2q(z-x).$$

Thus $|r|/(z-x)\le 2q/(1-q)$, and multiplying by $q^N/s$ gives the bound. At $x=1$ every $T_n$ equals 1, so $r=1-q$, while $2q(z-1)=(1-q)^2$. The error is then exactly the bound.

For the matrix version, let $b_i$ be an orthonormal eigenbasis with $Hb_i=\varepsilon_i b_i$. Define $t_0=v$, $t_1=Hv$ and $t_{n+2}=2Ht_{n+1}-t_n$. Taking components turns this into the scalar recursion, so $\langle b_i|t_n\rangle=T_n(\varepsilon_i)\langle b_i|v\rangle$. If $(z-H)u=v$, then $\langle b_i|u\rangle=\langle b_i|v\rangle/(z-\varepsilon_i)$. Let $u_N$ be the vector obtained from $R_N$ by replacing $1$ with $v$ and $T_n(x)$ with $t_n$. Each component of $u-u_N$ is the scalar error at $\varepsilon_i$ times $\langle b_i|v\rangle$. With $B_N$ for the scalar bound, Parseval's identity gives

$$\|u-u_N\|^2=\sum_i\Big|\frac1{z-\varepsilon_i}-R_N(\varepsilon_i)\Big|^2|\langle b_i|v\rangle|^2\le B_N^2\,\|v\|^2 .$$

Here is the complete Lean file.

```lean
import Mathlib

open Polynomial.Chebyshev (T T_add_two T_real_cos)

namespace ChebyshevResolvent

noncomputable section

/-- The decay factor `q = z - √(z² - 1)` of the Chebyshev coefficients of `1/(z - x)`, for `z > 1`.
-/
def decay (z : ℝ) : ℝ := z - √(z ^ 2 - 1)

/-- The Chebyshev sum `(1 + 2 ∑ qⁿ Tₙ(x)) / √(z² - 1)` with `n` running from `1` to `N`,
for `z > 1`. -/
def resolventSum (z : ℝ) (N : ℕ) (x : ℝ) : ℝ :=
  (1 + 2 * ∑ n ∈ Finset.range N, decay z ^ (n + 1) * (T ℝ (n + 1)).eval x) / √(z ^ 2 - 1)

/-- For `z > 1` the root `√(z² - 1)` is positive, the decay factor lies strictly between
`0` and `1`, and it solves `q² + 1 = 2zq`. -/
theorem decay_facts {z : ℝ} (hz : 1 < z) :
    0 < √(z ^ 2 - 1) ∧ 0 < decay z ∧ decay z < 1 ∧ decay z ^ 2 + 1 = 2 * z * decay z := by
  have hpos : 0 < z ^ 2 - 1 := by nlinarith
  have hsq : √(z ^ 2 - 1) ^ 2 = z ^ 2 - 1 := Real.sq_sqrt hpos.le
  have hlt : √(z ^ 2 - 1) < z := (Real.sqrt_lt' (by linarith)).mpr (by linarith)
  have hgt : z - 1 < √(z ^ 2 - 1) := Real.lt_sqrt_of_sq_lt (by nlinarith)
  unfold decay
  refine ⟨Real.sqrt_pos.mpr hpos, by linarith, by linarith, ?_⟩
  linear_combination hsq

/-- For `z > 1`, multiplying the undivided sum `1 + 2 ∑ qⁿ Tₙ(x)`, with `n` running from `1` to `N`,
by `z - x` leaves only `√(z² - 1)` and a term made of `T_N(x)` and `T_{N+1}(x)`. -/
theorem telescoping {z : ℝ} (hz : 1 < z) (x : ℝ) (N : ℕ) :
    (z - x) * (1 + 2 * ∑ n ∈ Finset.range N, decay z ^ (n + 1) * (T ℝ (n + 1)).eval x)
      = √(z ^ 2 - 1)
        - decay z ^ N * ((T ℝ (N + 1)).eval x - decay z * (T ℝ N).eval x) := by
  obtain ⟨-, -, -, hq⟩ := decay_facts hz
  induction N with
  | zero =>
    simp [decay]
    ring
  | succ N ih =>
    -- the three-term recursion
    have hT : (T ℝ ((N : ℤ) + 1 + 1)).eval x
        = 2 * x * (T ℝ ((N : ℤ) + 1)).eval x - (T ℝ (N : ℤ)).eval x := by
      rw [show (N : ℤ) + 1 + 1 = N + 2 by ring, T_add_two]
      simp
    rw [Finset.sum_range_succ]
    simp only [Nat.cast_add, Nat.cast_one]
    linear_combination ih - decay z ^ N * (T ℝ ((N : ℤ) + 1)).eval x * hq
      + decay z ^ (N + 1) * hT

/-- The exact difference between `1/(z - x)` and the Chebyshev sum through order `N`, for `z > 1`
and every real `x ≠ z`. -/
theorem remainder {z x : ℝ} (hz : 1 < z) (hx : x ≠ z) (N : ℕ) :
    1 / (z - x) - resolventSum z N x
      = decay z ^ N * ((T ℝ (N + 1)).eval x - decay z * (T ℝ N).eval x)
        / (√(z ^ 2 - 1) * (z - x)) := by
  have hs := (decay_facts hz).1.ne'
  have hzx : z - x ≠ 0 := sub_ne_zero.mpr hx.symm
  have h := telescoping hz x N
  unfold resolventSum
  rw [div_sub_div _ _ hzx hs, div_eq_div_iff (mul_ne_zero hzx hs) (mul_ne_zero hs hzx)]
  linear_combination (-(√(z ^ 2 - 1) * (z - x))) * h

/-- For `|x| ≤ 1` and any real `q`, the combination `T_{N+1}(x) - q T_N(x)` has square at
most `1 - 2qx + q²`. -/
theorem last_terms_sq_le {x : ℝ} (hx : |x| ≤ 1) (q : ℝ) (N : ℕ) :
    ((T ℝ (N + 1)).eval x - q * (T ℝ N).eval x) ^ 2 ≤ 1 - 2 * q * x + q ^ 2 := by
  -- write x = cos θ, so that the polynomials become cosines
  obtain ⟨θ, rfl⟩ : ∃ θ, Real.cos θ = x :=
    ⟨Real.arccos x, Real.cos_arccos (abs_le.mp hx).1 (abs_le.mp hx).2⟩
  rw [T_real_cos, T_real_cos]
  have hadd : Real.cos (((N : ℤ) + 1 : ℤ) * θ)
      = Real.cos ((N : ℤ) * θ) * Real.cos θ - Real.sin ((N : ℤ) * θ) * Real.sin θ := by
    rw [← Real.cos_add]
    congr 1
    push_cast
    ring
  rw [hadd]
  have h1 := Real.sin_sq_add_cos_sq θ
  have h2 := Real.sin_sq_add_cos_sq ((N : ℤ) * θ)
  set c := Real.cos ((N : ℤ) * θ)
  set s := Real.sin ((N : ℤ) * θ)
  have key : 1 - 2 * q * Real.cos θ + q ^ 2
      - (c * Real.cos θ - s * Real.sin θ - q * c) ^ 2
      = (s * (Real.cos θ - q) + c * Real.sin θ) ^ 2 := by
    linear_combination (-1 : ℝ) * h1
      - ((Real.cos θ - q) ^ 2 + Real.sin θ ^ 2) * h2
  linarith [sq_nonneg (s * (Real.cos θ - q) + c * Real.sin θ)]

/-- For `z > 1` and `|x| ≤ 1`, the Chebyshev sum through order `N` differs from `1/(z - x)`
by at most `2q^(N+1) / ((1 - q) √(z² - 1))`. -/
theorem resolvent_bound {z x : ℝ} (hz : 1 < z) (hx : |x| ≤ 1) (N : ℕ) :
    |1 / (z - x) - resolventSum z N x|
      ≤ 2 * decay z ^ (N + 1) / ((1 - decay z) * √(z ^ 2 - 1)) := by
  obtain ⟨hs, hq0, hq1, hq⟩ := decay_facts hz
  have hx1 : x ≤ 1 := (abs_le.mp hx).2
  have hzx : 0 < z - x := by linarith
  have hres := last_terms_sq_le hx (decay z) N
  rw [remainder hz (by linarith : x < z).ne N]
  set r := (T ℝ (N + 1)).eval x - decay z * (T ℝ N).eval x
  -- arithmetic-geometric inequality for |r| and 1 - q
  have k : |r| * (1 - decay z) ≤ 2 * decay z * (z - x) := by
    nlinarith [sq_nonneg (|r| - (1 - decay z)), sq_abs r,
      mul_nonneg hq0.le (sub_nonneg.mpr hx1)]
  rw [abs_div, abs_mul, abs_of_pos (pow_pos hq0 N), abs_of_pos (mul_pos hs hzx),
    div_le_div_iff₀ (mul_pos hs hzx) (mul_pos (sub_pos.mpr hq1) hs)]
  calc decay z ^ N * |r| * ((1 - decay z) * √(z ^ 2 - 1))
      = decay z ^ N * √(z ^ 2 - 1) * (|r| * (1 - decay z)) := by ring
    _ ≤ decay z ^ N * √(z ^ 2 - 1) * (2 * decay z * (z - x)) :=
        mul_le_mul_of_nonneg_left k (mul_pos (pow_pos hq0 N) hs).le
    _ = 2 * decay z ^ (N + 1) * (√(z ^ 2 - 1) * (z - x)) := by ring

/-- At the endpoint `x = 1`, `1/(z - x)` minus the Chebyshev sum through order `N` equals
`2q^(N+1) / ((1 - q) √(z² - 1))`, for every `z > 1` and every `N`. -/
theorem bound_attained {z : ℝ} (hz : 1 < z) (N : ℕ) :
    1 / (z - 1) - resolventSum z N 1
      = 2 * decay z ^ (N + 1) / ((1 - decay z) * √(z ^ 2 - 1)) := by
  obtain ⟨hs, -, hq1, hq⟩ := decay_facts hz
  have hT : ∀ n : ℤ, (T ℝ n).eval 1 = 1 := fun n => by
    rw [← Real.cos_zero, T_real_cos]
    simp
  rw [remainder hz hz.ne N, hT, hT, div_eq_div_iff
    (mul_pos hs (sub_pos.mpr hz)).ne' (mul_pos (sub_pos.mpr hq1) hs).ne']
  linear_combination decay z ^ N * √(z ^ 2 - 1) * hq

variable {E : Type*} [NormedAddCommGroup E] [InnerProductSpace ℂ E]

/-- The Chebyshev vectors of a Hamiltonian `H` and a start vector `v`, built by the
recursion `t₀ = v`, `t₁ = H v`, `tₙ₊₂ = 2 H tₙ₊₁ - tₙ`. -/
def chebVec (H : E →ₗ[ℂ] E) (v : E) : ℕ → E
  | 0 => v
  | 1 => H v
  | n + 2 => (2 : ℂ) • H (chebVec H v (n + 1)) - chebVec H v n

/-- The Chebyshev approximation of order `N` to the resolvent of `H` at `z > 1`, applied
to `v`. -/
def resolventVec (H : E →ₗ[ℂ] E) (v : E) (z : ℝ) (N : ℕ) : E :=
  ((1 / √(z ^ 2 - 1) : ℝ) : ℂ) • (v + (2 : ℂ) •
    ∑ n ∈ Finset.range N, ((decay z ^ (n + 1) : ℝ) : ℂ) • chebVec H v (n + 1))

/-- For Hermitian `H`, the component of the `n`-th Chebyshev vector along an eigenvector
with eigenvalue `ε` is `Tₙ(ε)` times that of the start vector. -/
theorem inner_chebVec {H : E →ₗ[ℂ] E} (hH : H.IsSymmetric) {e : E} {ε : ℝ}
    (he : H e = (ε : ℂ) • e) (v : E) (n : ℕ) :
    inner ℂ e (chebVec H v n) = (((T ℝ n).eval ε : ℝ) : ℂ) * inner ℂ e v := by
  have key : ∀ w, inner ℂ e (H w) = (ε : ℂ) * inner ℂ e w := fun w => by
    rw [← hH e w, he, inner_smul_left, Complex.conj_ofReal]
  induction n using Nat.twoStepInduction with
  | zero => simp [chebVec]
  | one => simp [chebVec, key]
  | more n h0 h1 =>
    have hT : (T ℝ ((n + 2 : ℕ) : ℤ)).eval ε
        = 2 * ε * (T ℝ ((n + 1 : ℕ) : ℤ)).eval ε - (T ℝ (n : ℤ)).eval ε := by
      push_cast
      rw [T_add_two]
      simp
    rw [chebVec, inner_sub_right, inner_smul_right, key, h1, h0, hT,
      Complex.ofReal_sub, Complex.ofReal_mul, Complex.ofReal_mul, Complex.ofReal_ofNat]
    ring

/-- Let `H` be Hermitian on a finite-dimensional space with all eigenvalues in `[-1, 1]`,
and `z > 1`. If `(z - H) u = v`, the Chebyshev approximation differs from `u` in norm by at
most `2q^(N+1) / ((1 - q) √(z² - 1))` times the norm of `v`. -/
theorem operator_bound [FiniteDimensional ℂ E] {H : E →ₗ[ℂ] E} (hH : H.IsSymmetric)
    (hspec : ∀ μ : ℝ, Module.End.HasEigenvalue H (μ : ℂ) → |μ| ≤ 1)
    {z : ℝ} (hz : 1 < z) {u v : E} (hu : (z : ℂ) • u - H u = v) (N : ℕ) :
    ‖u - resolventVec H v z N‖
      ≤ 2 * decay z ^ (N + 1) / ((1 - decay z) * √(z ^ 2 - 1)) * ‖v‖ := by
  obtain ⟨b, ε, hb, hε⟩ : ∃ (b : OrthonormalBasis (Fin (Module.finrank ℂ E)) ℂ E)
      (ε : Fin (Module.finrank ℂ E) → ℝ),
      (∀ i, H (b i) = (ε i : ℂ) • b i) ∧ ∀ i, |ε i| ≤ 1 :=
    ⟨hH.eigenvectorBasis rfl, hH.eigenvalues rfl,
      fun i => hH.apply_eigenvectorBasis rfl i,
      fun i => hspec _ (hH.hasEigenvalue_eigenvalues rfl i)⟩
  have parseval : ∀ w : E, ‖w‖ ^ 2 = ∑ i, ‖inner ℂ (b i) w‖ ^ 2 := fun w => by
    rw [← b.repr.norm_map w, EuclideanSpace.norm_sq_eq]
    simp only [b.repr_apply_apply]
  -- each eigencomponent of the error is the scalar error times the component of v
  have comp : ∀ i, inner ℂ (b i) (u - resolventVec H v z N)
      = ((1 / (z - ε i) - resolventSum z N (ε i) : ℝ) : ℂ) * inner ℂ (b i) v := by
    intro i
    have hne : z - ε i ≠ 0 :=
      (by linarith [(abs_le.mp (hε i)).2] : 0 < z - ε i).ne'
    have h : (z : ℂ) * inner ℂ (b i) u - (ε i : ℂ) * inner ℂ (b i) u = inner ℂ (b i) v := by
      rw [← hu, inner_sub_right, inner_smul_right, ← hH (b i) u, hb, inner_smul_left,
        Complex.conj_ofReal]
    have hcu : inner ℂ (b i) u = ((1 / (z - ε i) : ℝ) : ℂ) * inner ℂ (b i) v := by
      rw [← h, ← sub_mul, ← mul_assoc, ← Complex.ofReal_sub, ← Complex.ofReal_mul,
        one_div_mul_cancel hne, Complex.ofReal_one, one_mul]
    have hR : inner ℂ (b i) (resolventVec H v z N)
        = ((resolventSum z N (ε i) : ℝ) : ℂ) * inner ℂ (b i) v := by
      simp only [resolventVec, resolventSum, inner_smul_right, inner_add_right, inner_sum,
        inner_chebVec hH (hb i), Nat.cast_add, Nat.cast_one, ← mul_assoc, ← Finset.sum_mul,
        Complex.ofReal_div, Complex.ofReal_add, Complex.ofReal_mul, Complex.ofReal_sum,
        Complex.ofReal_one, Complex.ofReal_ofNat]
      ring
    rw [inner_sub_right, hcu, hR, Complex.ofReal_sub, sub_mul]
  obtain ⟨hs, hq0, hq1, -⟩ := decay_facts hz
  have hB : 0 ≤ 2 * decay z ^ (N + 1) / ((1 - decay z) * √(z ^ 2 - 1)) :=
    div_nonneg (by positivity) (mul_pos (sub_pos.mpr hq1) hs).le
  refine (le_abs_self _).trans (abs_le_of_sq_le_sq ?_ (mul_nonneg hB (norm_nonneg v)))
  rw [mul_pow, parseval, parseval v, Finset.mul_sum]
  refine Finset.sum_le_sum fun i _ => ?_
  rw [comp i, norm_mul, Complex.norm_real, Real.norm_eq_abs, mul_pow]
  exact mul_le_mul_of_nonneg_right
    (pow_le_pow_left₀ (abs_nonneg _) (resolvent_bound hz (hε i) N) 2) (sq_nonneg _)

end

end ChebyshevResolvent
```

```lean
#print axioms ChebyshevResolvent.last_terms_sq_le
-- 'ChebyshevResolvent.last_terms_sq_le' depends on axioms: [propext, Classical.choice, Quot.sound]
#print axioms ChebyshevResolvent.bound_attained
-- 'ChebyshevResolvent.bound_attained' depends on axioms: [propext, Classical.choice, Quot.sound]
#print axioms ChebyshevResolvent.operator_bound
-- 'ChebyshevResolvent.operator_bound' depends on axioms: [propext, Classical.choice, Quot.sound]
```

## What the Lean statements say about H, z and v

`decay z` is $q$, and `resolventSum z N x` is $R_N(x)$. `Finset.range N` runs over $n=0,\dots,N-1$, and the summand uses `n + 1`, so the degrees are $1,\dots,N$; for $N=0$ the sum is empty and the constant $1/s$ remains. `T ℝ n` is Mathlib's Chebyshev polynomial of the first kind with real coefficients and an integer index, and `.eval x` evaluates it.

`resolvent_bound` is the scalar inequality for real $z>1$ and $|x|\le1$. `bound_attained` is the equality at $x=1$, stated without an absolute value, so the error there is positive.

In `operator_bound`, the space `E` is a finite-dimensional complex inner product space, `H` is a linear map on it, and `H.IsSymmetric` says that $H$ is Hermitian. The hypothesis `hspec` places the eigenvalues in $[-1,1]$; it mentions only real eigenvalues, and a Hermitian map has no others. It stands for the usual shift and rescaling of a Hamiltonian by bounds on its spectrum, which is assumed here to have been done already. The vector `u` enters through the equation `hu`, $(z-H)u=v$, so no inverse operator appears. `chebVec` is the recursion for $t_n$, and `resolventVec` is $u_N$. The vector $v$ need not be normalised; for a unit vector the error is at most the scalar bound itself.

The result bears on Chebyshev evaluation of Green's functions in electronic structure, restricted to a finite basis and a real energy that lies above 1 after the rescaling, that is, above the upper bound used for the spectrum and not merely above the largest eigenvalue. Complex energies, energies inside the band and rounding errors are not treated. As $z$ approaches the end of the interval, $z=1+\delta$ with small $\delta>0$, one has $q\approx1-\sqrt{2\delta}$, so the order needed to reduce the bound by a fixed factor grows like $1/\sqrt{\delta}$; this estimate is an informal reading of the formula, and a particular $H$ and $v$ may need fewer terms.

## How Lean checks the cancellation and the inequalities

`decay_facts` collects the positivity of $s$, the range of $q$ and its quadratic equation. `telescoping` is the induction on $N$, and `remainder` divides it by $s(z-x)$.

The proof turns on the tactic `linear_combination`, which closes the induction step. One gives it known equations with coefficients, and it checks that the goal's left side minus its right side equals the same combination of the differences of those equations. The check is done by `ring`, which knows commutative algebra and nothing about Chebyshev polynomials: each evaluated $T_n$ is just an unknown symbol to it. Everything special must therefore be supplied as an equation, and three suffice:

- `ih`, the identity at order $N$, with coefficient $1$;
- `hq`, which is $q^2+1=2zq$, with coefficient $-q^N T_{N+1}(x)$;
- `hT`, the three-term recursion, with coefficient $q^{N+1}$.

These are the substitutions made in the derivation above, and the coefficients record where each one is used.

`last_terms_sq_le` sets $x=\cos\theta$ with $\theta=\arccos x$ and turns the polynomials into cosines by `T_real_cos`. Its equation `key` says that $1-2qx+q^2-r^2$ is the square of the imaginary part of $e^{iN\theta}(e^{i\theta}-q)$, written out in sines and cosines, and a square is non-negative.

In `resolvent_bound`, the step `k` is $|r|(1-q)\le2q(z-x)$. There `nlinarith` receives the square $(|r|-(1-q))^2\ge0$, which is the arithmetic-geometric inequality, and the product $q(1-x)\ge0$. The rest clears positive denominators. `bound_attained` puts $T_n(1)=1$ into the exact remainder and finishes with the quadratic equation for $q$.

`inner_chebVec` proves the component formula for $t_n$ by a two-step induction, matching a recursion that looks back two terms. `operator_bound` then takes the eigenbasis from Mathlib's spectral theorem for symmetric maps. Its step `comp` identifies each component of the error, `parseval` turns both norms into sums, and the squared scalar bound is applied term by term.
